# Epstein's theorem for Hermitian matrices: minimisers on a gauge-closed trial set satisfy ⟨ψ, (HG − GH)ψ⟩ = 0

Let H and G be Hermitian matrices, and let S be a set of vectors that exp(itG) maps into itself for every real t. Then exp(itG) H exp(−itG) has the same energy values on S as H, and every ψ in S that minimises ⟨ψ, Hψ⟩ over S satisfies ⟨ψ, (HG − GH)ψ⟩ = 0.

In Lean 4 with Mathlib:

```lean
import Mathlib

open Matrix

namespace EpsteinGaugeTheorem

noncomputable section

variable {n : Type*} [Fintype n] [DecidableEq n]

/-- The gauge transformation `exp(itG)` generated by the matrix `G`. -/
def gaugeU (G : Matrix n n ℂ) (t : ℝ) : Matrix n n ℂ :=
  NormedSpace.exp (((t : ℂ) * Complex.I) • G)

/-- The energy functional: the real part of `⟨ψ, Hψ⟩`. -/
def energy (H : Matrix n n ℂ) (ψ : n → ℂ) : ℝ := (star ψ ⬝ᵥ H *ᵥ ψ).re

/-- A set of trial vectors is gauge closed if `exp(itG)` maps it into itself for all real `t`. -/
def GaugeClosed (G : Matrix n n ℂ) (S : Set (n → ℂ)) : Prop :=
  ∀ t : ℝ, ∀ ψ ∈ S, gaugeU G t *ᵥ ψ ∈ S

/-- For Hermitian `H` and a unit vector `ψ`, this is the probability current from site `j` into site
`k`, in units with `ħ = 1`. -/
def bondCurrent (H : Matrix n n ℂ) (ψ : n → ℂ) (k j : n) : ℝ :=
  2 * (star (ψ k) * (H k j * ψ j)).im

/-- Successive gauge transformations with the same generator add their parameters. -/
theorem gaugeU_add (G : Matrix n n ℂ) (s t : ℝ) :
    gaugeU G (s + t) = gaugeU G s * gaugeU G t := by
  unfold gaugeU
  rw [← Matrix.exp_add_of_commute _ _ (((Commute.refl G).smul_left _).smul_right _),
    ← add_smul, ← add_mul, Complex.ofReal_add]

/-- The transformation with parameter `-t` undoes the one with parameter `t`. -/
theorem gaugeU_neg_cancel (G : Matrix n n ℂ) (t : ℝ) (ψ : n → ℂ) :
    gaugeU G (-t) *ᵥ (gaugeU G t *ᵥ ψ) = ψ := by
  have h0 : gaugeU G 0 = 1 := by simp [gaugeU]
  rw [Matrix.mulVec_mulVec, ← gaugeU_add, neg_add_cancel, h0, Matrix.one_mulVec]

/-- For Hermitian `G`, the energy of `ψ` under the transformed Hamiltonian is the energy of the
back-transformed state under the original one. -/
theorem energy_conj {G : Matrix n n ℂ} (hG : G.IsHermitian) (H : Matrix n n ℂ)
    (t : ℝ) (ψ : n → ℂ) :
    energy (gaugeU G t * H * gaugeU G (-t)) ψ = energy H (gaugeU G (-t) *ᵥ ψ) := by
  -- the adjoint of exp(-itG) is exp(itG)
  have hU : (gaugeU G (-t))ᴴ = gaugeU G t := by
    have hs : star (((-t : ℝ) : ℂ) * Complex.I) = (t : ℂ) * Complex.I := by simp
    unfold gaugeU
    rw [← Matrix.exp_conjTranspose, Matrix.conjTranspose_smul, hG.eq, hs]
  unfold energy
  rw [Matrix.star_mulVec, hU, ← Matrix.dotProduct_mulVec, Matrix.mulVec_mulVec,
    Matrix.mulVec_mulVec, mul_assoc]

/-- On a gauge-closed trial set with Hermitian generator, the transformed Hamiltonian has
exactly the same energy values as the original one. -/
theorem energy_values_eq {G : Matrix n n ℂ} (hG : G.IsHermitian) (H : Matrix n n ℂ)
    {S : Set (n → ℂ)} (hS : GaugeClosed G S) (t : ℝ) :
    energy (gaugeU G t * H * gaugeU G (-t)) '' S = energy H '' S := by
  ext e
  constructor
  · rintro ⟨ψ, hψ, rfl⟩
    exact ⟨gaugeU G (-t) *ᵥ ψ, hS _ _ hψ, (energy_conj hG H t ψ).symm⟩
  · rintro ⟨ψ, hψ, rfl⟩
    exact ⟨gaugeU G t *ᵥ ψ, hS _ _ hψ, by rw [energy_conj hG, gaugeU_neg_cancel]⟩

/-- On a gauge-closed trial set with Hermitian generator, `exp(itG)` carries a minimiser for `H`
to a minimiser for the transformed Hamiltonian. -/
theorem minimiser_transform {G : Matrix n n ℂ} (hG : G.IsHermitian) (H : Matrix n n ℂ)
    {S : Set (n → ℂ)} (hS : GaugeClosed G S) {ψ : n → ℂ}
    (hmin : IsMinOn (energy H) S ψ) (t : ℝ) :
    IsMinOn (energy (gaugeU G t * H * gaugeU G (-t))) S (gaugeU G t *ᵥ ψ) := by
  rw [isMinOn_iff]
  intro φ hφ
  rw [energy_conj hG, energy_conj hG, gaugeU_neg_cancel]
  exact isMinOn_iff.mp hmin _ (hS _ _ hφ)

attribute [local instance] Matrix.linftyOpNormedRing Matrix.linftyOpNormedAlgebra in
/-- For Hermitian `G`, the energy along the gauge orbit of `ψ` has slope
`Re (i⟨ψ, (HG - GH)ψ⟩)` at `t = 0`. -/
theorem hasDerivAt_energy {G : Matrix n n ℂ} (hG : G.IsHermitian) (H : Matrix n n ℂ)
    (ψ : n → ℂ) :
    HasDerivAt (fun t : ℝ => energy H (gaugeU G t *ᵥ ψ))
      (Complex.I * (star ψ ⬝ᵥ (H * G - G * H) *ᵥ ψ)).re 0 := by
  have h0 : gaugeU G 0 = 1 := by simp [gaugeU]
  have hA : HasDerivAt (fun t : ℝ => gaugeU G t) (Complex.I • G) 0 := by
    have h := hasDerivAt_exp_smul_const (Complex.I • G) (0 : ℝ)
    simp only [zero_smul, NormedSpace.exp_zero, one_mul] at h
    have hf : (fun t : ℝ => gaugeU G t) =
        fun t : ℝ => NormedSpace.exp (t • (Complex.I • G)) := by
      funext t
      unfold gaugeU
      congr 1
      ext i j
      simp [mul_assoc]
    rw [hf]
    exact h
  have hB : HasDerivAt (fun t : ℝ => gaugeU G (-t)) (-(Complex.I • G)) 0 := by
    have h := hasDerivAt_exp_smul_const (-(Complex.I • G)) (0 : ℝ)
    simp only [zero_smul, NormedSpace.exp_zero, one_mul] at h
    have hf : (fun t : ℝ => gaugeU G (-t)) =
        fun t : ℝ => NormedSpace.exp (t • (-(Complex.I • G))) := by
      funext t
      unfold gaugeU
      congr 1
      ext i j
      simp [mul_assoc]
    rw [hf]
    exact h
  -- the energy is a real-linear function of the Hamiltonian
  let L : Matrix n n ℂ →ₗ[ℝ] ℝ :=
    { toFun := fun M => energy M ψ
      map_add' := fun A B => by
        simp [energy, Matrix.add_mulVec, dotProduct_add]
      map_smul' := fun r A => by
        simp [energy, Matrix.smul_mulVec, dotProduct_smul] }
  have h : HasDerivAt (fun t : ℝ => energy (gaugeU G (-t) * H * gaugeU G t) ψ)
      (energy (-(Complex.I • G) * H * gaugeU G 0
        + gaugeU G (-0) * H * (Complex.I • G)) ψ) 0 :=
    L.toContinuousLinearMap.hasFDerivAt.comp_hasDerivAt (0 : ℝ) ((hB.mul_const H).mul hA)
  have hD : -(Complex.I • G) * H * gaugeU G 0 + gaugeU G (-0) * H * (Complex.I • G)
      = Complex.I • (H * G - G * H) := by
    rw [neg_zero, h0, mul_one, one_mul, neg_mul, smul_mul_assoc, mul_smul_comm, smul_sub]
    abel
  have hE : ∀ t : ℝ, energy H (gaugeU G t *ᵥ ψ)
      = energy (gaugeU G (-t) * H * gaugeU G t) ψ := by
    intro t
    have h1 := energy_conj hG H (-t) ψ
    rw [neg_neg] at h1
    exact h1.symm
  rw [hD, energy, Matrix.smul_mulVec, dotProduct_smul, smul_eq_mul] at h
  rw [funext hE]
  exact h

/-- Epstein theorem: for Hermitian `H` and `G`, a minimiser of the energy on a gauge-closed
trial set satisfies the current conservation law `⟨ψ, (HG - GH)ψ⟩ = 0`. -/
theorem epstein {H G : Matrix n n ℂ} (hH : H.IsHermitian) (hG : G.IsHermitian)
    {S : Set (n → ℂ)} (hS : GaugeClosed G S) {ψ : n → ℂ} (hψ : ψ ∈ S)
    (hmin : IsMinOn (energy H) S ψ) :
    star ψ ⬝ᵥ (H * G - G * H) *ᵥ ψ = 0 := by
  have h0 : gaugeU G 0 = 1 := by simp [gaugeU]
  -- the energy along the orbit is minimal at t = 0
  have hloc : IsLocalMin (fun t : ℝ => energy H (gaugeU G t *ᵥ ψ)) 0 := by
    refine Filter.Eventually.of_forall fun t => ?_
    change energy H (gaugeU G 0 *ᵥ ψ) ≤ energy H (gaugeU G t *ᵥ ψ)
    rw [h0, Matrix.one_mulVec]
    exact isMinOn_iff.mp hmin _ (hS t ψ hψ)
  have h2 := hloc.hasDerivAt_eq_zero (hasDerivAt_energy hG H ψ)
  -- the commutator is anti-Hermitian, so its expectation value is imaginary
  have hM : (H * G - G * H)ᴴ = -(H * G - G * H) := by
    rw [Matrix.conjTranspose_sub, Matrix.conjTranspose_mul, Matrix.conjTranspose_mul,
      hH.eq, hG.eq, neg_sub]
  have h1 : star ψ ⬝ᵥ (H * G - G * H) *ᵥ ψ
      = star (-(star ψ ⬝ᵥ (H * G - G * H) *ᵥ ψ)) := by
    conv_lhs => rw [Matrix.star_dotProduct, Matrix.star_mulVec, ← Matrix.dotProduct_mulVec,
      hM, Matrix.neg_mulVec, dotProduct_neg]
  generalize star ψ ⬝ᵥ (H * G - G * H) *ᵥ ψ = z at h1 h2 ⊢
  have h3 := congrArg Complex.re h1
  rw [Complex.star_def, Complex.conj_re, Complex.neg_re] at h3
  simp only [Complex.mul_re, Complex.I_re, Complex.I_im, zero_mul, one_mul] at h2
  apply Complex.ext
  · rw [Complex.zero_re]; linarith
  · rw [Complex.zero_im]; linarith

/-- If the trial set is closed under phase changes of the amplitude at site `k`, then for
Hermitian `H` the currents into that site sum to zero at an energy minimiser. -/
theorem site_current_conserved {H : Matrix n n ℂ} (hH : H.IsHermitian) (k : n)
    {S : Set (n → ℂ)}
    (hS : GaugeClosed (Matrix.diagonal fun j => if j = k then (1 : ℂ) else 0) S)
    {ψ : n → ℂ} (hψ : ψ ∈ S) (hmin : IsMinOn (energy H) S ψ) :
    ∑ j, bondCurrent H ψ k j = 0 := by
  set P : Matrix n n ℂ := Matrix.diagonal fun j => if j = k then (1 : ℂ) else 0 with hP
  have hPH : P.IsHermitian := by
    rw [Matrix.IsHermitian, hP, Matrix.diagonal_conjTranspose]
    congr 1
    ext j
    simp only [Pi.star_apply]
    split_ifs <;> simp
  have h := epstein hH hPH hS hψ hmin
  have h1 : star ψ ⬝ᵥ P *ᵥ (H *ᵥ ψ) = star (ψ k) * (H *ᵥ ψ) k := by
    simp [hP, dotProduct, Matrix.mulVec_diagonal]
  -- the two halves of the commutator are complex conjugates
  have h2 : star ψ ⬝ᵥ H *ᵥ (P *ᵥ ψ) = star (star (ψ k) * (H *ᵥ ψ) k) := by
    rw [Matrix.star_dotProduct, Matrix.star_mulVec, hH.eq, ← Matrix.dotProduct_mulVec,
      Matrix.star_mulVec, hPH.eq, ← Matrix.dotProduct_mulVec, h1]
  rw [Matrix.sub_mulVec, dotProduct_sub, ← Matrix.mulVec_mulVec, ← Matrix.mulVec_mulVec,
    h1, h2] at h
  have h3 := congrArg Complex.im h
  rw [Complex.sub_im, Complex.star_def, Complex.conj_im, Complex.zero_im] at h3
  have h4 : ∑ j, bondCurrent H ψ k j = 2 * (star (ψ k) * (H *ᵥ ψ) k).im := by
    simp only [bondCurrent, Matrix.mulVec, dotProduct, Finset.mul_sum, Complex.im_sum]
  rw [h4, Complex.star_def]
  linarith

/-- The gauge orbit of any vector `φ` is a gauge-closed trial set. -/
theorem gaugeClosed_orbit (G : Matrix n n ℂ) (φ : n → ℂ) :
    GaugeClosed G (Set.range fun t : ℝ => gaugeU G t *ᵥ φ) := by
  rintro t _ ⟨s, rfl⟩
  exact ⟨t + s, by simp only [gaugeU_add, Matrix.mulVec_mulVec]⟩

/-- Without gauge closure the conservation law can fail: on the trial set holding only `(1, i)`,
with `H = σₓ` and `G = σ_z`, the minimiser `ψ` has `⟨ψ, (HG - GH)ψ⟩ = -4i`. -/
theorem not_conserved_without_closure :
    IsMinOn (energy !![0, 1; 1, 0]) {![1, Complex.I]} ![1, Complex.I] ∧
    star ![1, Complex.I] ⬝ᵥ ((!![0, 1; 1, 0] : Matrix (Fin 2) (Fin 2) ℂ) * !![1, 0; 0, -1]
      - !![1, 0; 0, -1] * !![0, 1; 1, 0]) *ᵥ ![1, Complex.I] = -4 * Complex.I := by
  constructor
  · rw [isMinOn_iff]
    intro φ hφ
    rw [Set.mem_singleton_iff.mp hφ]
  · simp [Matrix.mulVec, dotProduct, Fin.sum_univ_succ]
    ring

end

end EpsteinGaugeTheorem
```

```lean
#print axioms EpsteinGaugeTheorem.energy_values_eq
#print axioms EpsteinGaugeTheorem.epstein
#print axioms EpsteinGaugeTheorem.gaugeClosed_orbit
#print axioms EpsteinGaugeTheorem.not_conserved_without_closure
```

```
'EpsteinGaugeTheorem.energy_values_eq' depends on axioms: [propext, Classical.choice, Quot.sound]
'EpsteinGaugeTheorem.epstein' depends on axioms: [propext, Classical.choice, Quot.sound]
'EpsteinGaugeTheorem.gaugeClosed_orbit' depends on axioms: [propext, Classical.choice, Quot.sound]
'EpsteinGaugeTheorem.not_conserved_without_closure' depends on axioms: [propext, Classical.choice, Quot.sound]
```

## States, energies and closed trial sets

A state is a function `ψ : n → ℂ` on a finite index set `n`, which labels an orthonormal basis, for example lattice sites, orthonormal orbitals or the many-electron configurations built from them. The inner product is conjugate-linear in its first argument, so `star ψ ⬝ᵥ H *ᵥ ψ` is

⟨ψ, Hψ⟩ = Σₖ ψₖ* (Hψ)ₖ.

The function `energy` takes the real part of this number, which for Hermitian H is the whole of it. There is no division by ⟨ψ, ψ⟩. If S consists of unit vectors, `energy` is the usual expectation value, but the theorems hold for any set S with the closure property.

The matrix `gaugeU G t` is the transformation U(t) = exp(itG), and `GaugeClosed G S` says that U(t)ψ lies in S whenever ψ does, for all real t. S need not be a linear subspace.

In `energy_values_eq`, the notation `energy H '' S` means the set of all energies that H takes on S. The theorem says that this set is unchanged when H is replaced by U(t) H U(−t). It needs G to be Hermitian, but not H.

The predicate `IsMinOn (energy H) S ψ` says that no vector in S has a lower energy than ψ. It does not say that ψ itself belongs to S, so `epstein` has the separate hypothesis `hψ`. The existence of a minimiser is assumed, not derived.

## Gauge origin and current

In a uniform magnetic field B, the vector potential A(r) = ½ B × (r − R) contains an arbitrary gauge origin R. Moving R adds a constant vector to A, and this is equivalent to conjugating the Hamiltonian by a phase factor whose exponent is linear in r. On a lattice where position is diagonal, such a phase factor has the form exp(itG) with G real and diagonal. The theorems allow any Hermitian G. The code calls exp(itG) a gauge transformation throughout, although for a G that is not diagonal in position it is a more general unitary transformation.

Closure expresses the physical requirement that the trial states be flexible enough to absorb the change of phase. In this finite matrix model, the lowest energy on a closed trial set, where it is attained, is then the same before and after the transformation. One case in electronic structure is the set of all normalised Slater determinants whose orbitals are complex linear combinations of a fixed finite set of spin orbitals, with G a Hermitian one-body operator that acts within their span. If only real coefficients are allowed, the set is generally not closed.

A finite orbital basis also shows where the hypothesis is restrictive. Multiplying an orbital by a position-dependent phase generally takes it out of the span of the basis. Exponentiating the matrix of r in that basis does keep the state within the span, but it is generally a different operation from the true change of gauge origin.

With ħ = 1, the number i⟨ψ, (HG − GH)ψ⟩ is the rate of change of ⟨G⟩ under the Schrödinger equation. Its vanishing says that ⟨G⟩ has zero rate of change at the moment when the state is ψ. If ψ is not an eigenvector of H, ⟨G⟩ may still change later. The continuum statement, that the current density has zero divergence at every point, concerns differential operators and a whole family of gauge functions, and it goes beyond these finite matrices. Magnetic response properties such as shieldings are not treated either.

## Moving the transformation onto the state

Multiples of the same matrix commute, so

U(s + t) = U(s) U(t), U(0) = 1.

Hence U(−t) undoes U(t). These facts are `gaugeU_add` and `gaugeU_neg_cancel`. Since G is Hermitian, the adjoint of exp(−itG) is exp(itG), that is, U(−t)† = U(t). Therefore

⟨ψ, U(t) H U(−t)ψ⟩ = ⟨U(−t)ψ, H U(−t)ψ⟩.

The real part of this identity is `energy_conj`: transforming the Hamiltonian forwards has the same effect on the energy as transforming the state backwards.

Equality of the energy values follows in two directions. If ψ in S gives some energy for the transformed Hamiltonian, then U(−t)ψ, which is also in S, gives the same energy for H. Conversely, if ψ in S gives some energy for H, then U(t)ψ gives it for the transformed Hamiltonian. The two branches of the proof of `energy_values_eq` supply exactly these vectors.

For `minimiser_transform`, let ψ minimise the energy of H on S, and let φ be any vector in S. The transformed energy of U(t)ψ is the original energy of ψ. The transformed energy of φ is the original energy of U(−t)φ, which lies in S and so cannot have a lower energy than ψ. Thus U(t)ψ is a minimiser for the transformed Hamiltonian.

## The slope of the energy along a gauge orbit

Follow the energy of H along the states U(t)ψ:

E(t) = Re ⟨U(t)ψ, H U(t)ψ⟩ = Re ⟨ψ, U(−t) H U(t)ψ⟩.

At t = 0 the derivative of U(t) is iG and that of U(−t) is −iG. The product rule gives

E′(0) = Re ⟨ψ, (−iGH + iHG)ψ⟩ = Re ( i⟨ψ, (HG − GH)ψ⟩ ).

This is `hasDerivAt_energy`. In its proof, `hA` and `hB` are the two derivatives of the exponential. The map `L` expresses that the energy is real-linear in the Hamiltonian, which allows the derivative to be taken inside the expectation value. The step `hD` collects the two terms into the commutator, and `hE` is the rewriting of E(t) above.

## Why the commutator expectation value vanishes

Let ψ be a minimiser in S. Every U(t)ψ lies in S, so E(t) ≥ E(0) for all t, and therefore E′(0) = 0. In `epstein` these two steps are `hloc` and `h2`.

Write z = ⟨ψ, (HG − GH)ψ⟩. The vanishing slope says

0 = Re(iz) = −Im z.

The real part vanishes for a different reason. Since H and G are Hermitian,

(HG − GH)† = GH − HG = −(HG − GH),

and so z = −z*, which gives Re z = 0. These are `hM` and `h1`. Both parts of z are zero, hence z = 0.

## Currents into one lattice site

Let P be the diagonal matrix with entry 1 at site k and 0 elsewhere. Then exp(itP) multiplies ψₖ by exp(it) and leaves the other amplitudes alone. For one particle on a lattice in a normalised state ψ, with ħ = 1, the probability current from site j into site k, `bondCurrent H ψ k j`, is

Jₖⱼ = 2 Im(ψₖ* Hₖⱼ ψⱼ).

The sign follows from the Schrödinger equation i dψ/dt = Hψ, which gives

d|ψₖ|²/dt = 2 Im(ψₖ* (Hψ)ₖ) = Σⱼ Jₖⱼ.

The term j = k contributes nothing, because Hₖₖ is real.

Suppose that S is closed under these phase changes and that ψ in S is a minimiser. Put w = ψₖ* (Hψ)ₖ. Then ⟨ψ, PHψ⟩ = w and ⟨ψ, HPψ⟩ = w*, and the theorem with G = P gives

0 = w* − w = −2i Im w.

Hence Σⱼ Jₖⱼ = 2 Im w = 0. This is `site_current_conserved`, a stationary continuity equation at site k. In its proof, `h1` and `h2` evaluate the two halves of the commutator, and `h4` identifies the sum of currents.

## A closed set and a set that is not closed

Any vector φ belongs to a closed trial set, namely its own orbit {U(s)φ : s real}, because U(t)U(s)φ = U(t + s)φ. This is `gaugeClosed_orbit`.

The last theorem shows what can happen without closure. Take H = σₓ, G = σ_z and the trial set containing only ψ = (1, i). This ψ is trivially the minimiser. The commutator has rows (0, −2) and (2, 0), so it sends ψ to (−2i, 2), and

⟨ψ, (HG − GH)ψ⟩ = −2i + (−i)·2 = −4i.

Since ⟨ψ, ψ⟩ = 2, the value for the normalised state is −2i. The transformation exp(itσ_z) changes the relative phase of the two components and so leads out of the one-element set. The energy was never compared with that of the neighbouring states on the orbit, and its slope there need not vanish.
